# Square-root embedding with positive bond densities: terms of alternating sign for every number n ≥ 1 of neighbours

Q: An atom in a metal gains less from each new bond as its neighbours accumulate. Square-root embedding describes this with an energy proportional to $-\sqrt{\rho}$, where $\rho$ is the sum of the bond densities at the atom. Suppose I expand that energy from the vacuum into one-neighbour terms, two-neighbour terms and so on. Does the series stop at some order? And what would a formal theorem about binomial sums have to do with it?

A: It doesn't stop, and for unit bond densities without a host density the binomial sums are its terms. Let the central atom have a finite set $T$ of neighbours with bond densities $\rho_j$, and let $x$ be the host density, a fixed background from atoms outside $T$. For an embedding function $F$, the term belonging to $T$ is
$$V_T(x)=\sum_{S\subseteq T}(-1)^{|T|+|S|}\,F\Big(x+\sum_{j\in S}\rho_j\Big).$$

```lean
import Mathlib

open Finset

namespace BodyOrderExpansion

noncomputable section

/-- The many-body term of a cluster `T` of neighbours with bond densities `ρ`, for the embedding
function `F` and host density `x`: the inclusion-exclusion sum of `F` over all subclusters. -/
def clusterTerm {ι : Type*} (F : ℝ → ℝ) (ρ : ι → ℝ) (T : Finset ι) (x : ℝ) : ℝ :=
  ∑ S ∈ T.powerset, (-1) ^ (T.card + S.card) * F (x + ∑ j ∈ S, ρ j)
```

In Lean this is `clusterTerm F ρ T x`. With $F=\sqrt{\cdot}$, $x=0$ and all $\rho_j=1$, only the size $n=|T|$ matters, and the term becomes
$$D_n=\sum_{k=0}^{n}(-1)^{n-k}\binom nk\sqrt k .$$

```lean
/-- The `n`-neighbour term of square-root embedding with unit bond densities and no host density. -/
def sqrtBodyTerm (n : ℕ) : ℝ :=
  ∑ k ∈ range (n + 1), (-1) ^ (n - k) * (n.choose k : ℝ) * √(k : ℝ)
```

The first values are $D_1=1$, $D_2=\sqrt2-2\approx-0.59$ and $D_3=3-3\sqrt2+\sqrt3\approx0.49$. Here $n$ counts neighbours, so $D_n$ involves $n+1$ atoms. The code uses $+\sqrt{\cdot}$; the embedding energy has a negative prefactor, which reverses every sign and leaves the alternation intact.

Q: You could call any alternating sum a many-body term. Why is this one the right one?

A: Because, with one term per cluster, it is the only choice whose terms add up to the energy of every cluster: that condition fixes each term once those of the proper subclusters are known. To check that they do add up, first see what a new neighbour $a\notin T$ does. Subclusters containing $a$ keep their sign and have $\rho_a$ added to the density; those without $a$ change sign. Hence
$$V_{T\cup\{a\}}(x)=V_T(x+\rho_a)-V_T(x).$$

```lean
variable {ι : Type*} [DecidableEq ι] {ρ : ι → ℝ}

/-- Adding a new neighbour `a` to a cluster turns its many-body term into the change of that term
when the host density is raised by the bond density of `a`. -/
theorem clusterTerm_insert (F : ℝ → ℝ) {a : ι} {T : Finset ι} (ha : a ∉ T) (x : ℝ) :
    clusterTerm F ρ (insert a T) x = clusterTerm F ρ T (x + ρ a) - clusterTerm F ρ T x := by
  unfold clusterTerm
  rw [sum_powerset_insert ha, add_comm, sub_eq_add_neg, ← sum_neg_distrib]
  congr 1
  · -- subclusters that contain the new neighbour
    apply sum_congr rfl
    intro S hS
    have haS : a ∉ S := fun h => ha (mem_powerset.mp hS h)
    rw [card_insert_of_notMem ha, card_insert_of_notMem haS, sum_insert haS,
      ← add_assoc x (ρ a)]
    ring
  · -- subclusters that do not
    apply sum_congr rfl
    intro S _
    rw [card_insert_of_notMem ha]
    ring
```

Now sum over all subclusters of $T\cup\{a\}$, assuming that the expansion is exact for $T$ at every host density:
$$\sum_{S\subseteq T}V_S(x)+\sum_{S\subseteq T}\big[V_S(x+\rho_a)-V_S(x)\big]=\sum_{S\subseteq T}V_S(x+\rho_a)=F\Big(x+\rho_a+\sum_{j\in T}\rho_j\Big).$$
The empty cluster gives $V_\varnothing(x)=F(x)$, which starts the induction. `cluster_expansion` states this for any $F$ and any densities.

```lean
/-- The cluster expansion is exact: the many-body terms of all subclusters of `T` add up to the
embedding function at the total density. -/
theorem cluster_expansion (F : ℝ → ℝ) (T : Finset ι) (x : ℝ) :
    ∑ S ∈ T.powerset, clusterTerm F ρ S x = F (x + ∑ j ∈ T, ρ j) := by
  induction T using Finset.induction_on generalizing x with
  | empty => simp [clusterTerm]
  | insert a T ha ih =>
    have h : ∀ S ∈ T.powerset, clusterTerm F ρ (insert a S) x
        = clusterTerm F ρ S (x + ρ a) - clusterTerm F ρ S x :=
      fun S hS => clusterTerm_insert F (fun h => ha (mem_powerset.mp hS h)) x
    rw [sum_powerset_insert ha, sum_congr rfl h, sum_sub_distrib, ih, ih, sum_insert ha,
      ← add_assoc x (ρ a)]
    ring
```

Q: Fine. But the sign of a sum with $2^{|T|}$ terms and heavy cancellation is not obvious.

A: Differentiation settles it. Write $V_T^{(p)}$ for the term with $F(y)=y^p$. If all $\rho_j>0$ and $x>0$, every argument is positive, and differentiating term by term gives
$$\frac{d}{dx}V_T^{(p)}(x)=p\,V_T^{(p-1)}(x).$$

```lean
omit [DecidableEq ι] in
/-- For positive bond densities and positive host density, the derivative of a many-body term of
the power law `y ^ p` with respect to the host density is `p` times that of `y ^ (p - 1)`. -/
theorem clusterTerm_rpow_hasDerivAt (p : ℝ) {T : Finset ι} (hρ : ∀ j ∈ T, 0 < ρ j)
    {x : ℝ} (hx : 0 < x) :
    HasDerivAt (fun y => clusterTerm (fun z => z ^ p) ρ T y)
      (p * clusterTerm (fun z => z ^ (p - 1)) ρ T x) x := by
  simp only [clusterTerm, mul_sum]
  apply HasDerivAt.fun_sum
  intro S hS
  have hs : 0 < x + ∑ j ∈ S, ρ j := add_pos_of_pos_of_nonneg hx
    (sum_nonneg fun j hj => (hρ j (mem_powerset.mp hS hj)).le)
  have h : HasDerivAt (fun y => (y + ∑ j ∈ S, ρ j) ^ p)
      (1 * p * (x + ∑ j ∈ S, ρ j) ^ (p - 1)) x :=
    ((hasDerivAt_id' x).add_const (∑ j ∈ S, ρ j)).rpow_const (Or.inl hs.ne')
  exact (h.const_mul ((-1 : ℝ) ^ (T.card + S.card))).congr_deriv (by ring)
```

Next take any $p<0$. The claim is $(-1)^{|T|}V_T^{(p)}(x)>0$ for $x>0$. For the empty cluster this says $x^p>0$. Assume it for $T$, for all negative exponents and all positive host densities, and set $g(y)=(-1)^{|T|}V_T^{(p)}(y)$. Then
$$g'(y)=p\,(-1)^{|T|}V_T^{(p-1)}(y)<0,$$
since $p<0$ and the other factor is positive by assumption at exponent $p-1$. So $g$ decreases strictly, and
$$(-1)^{|T|+1}V_{T\cup\{a\}}^{(p)}(x)=g(x)-g(x+\rho_a)>0.$$
The Lean induction is `generalizing p x` because the step uses a different exponent and other densities; `anti` is the decrease of $g$.

```lean
/-- For a power law with negative exponent, positive bond densities and positive host density,
the many-body term of a cluster `T` has the strict sign `(-1) ^ |T|`. -/
theorem clusterTerm_rpow_neg {p : ℝ} (hp : p < 0) {T : Finset ι} (hρ : ∀ j ∈ T, 0 < ρ j)
    {x : ℝ} (hx : 0 < x) :
    0 < (-1) ^ T.card * clusterTerm (fun z => z ^ p) ρ T x := by
  induction T using Finset.induction_on generalizing p x with
  | empty => simpa [clusterTerm] using Real.rpow_pos_of_pos hx p
  | insert a T ha ih =>
    have hT : ∀ j ∈ T, 0 < ρ j := fun j hj => hρ j (mem_insert_of_mem hj)
    have hra : 0 < ρ a := hρ a (mem_insert_self a T)
    have hd : ∀ y, 0 < y → HasDerivAt
        (fun y => (-1 : ℝ) ^ T.card * clusterTerm (fun z => z ^ p) ρ T y)
        ((-1 : ℝ) ^ T.card * (p * clusterTerm (fun z => z ^ (p - 1)) ρ T y)) y :=
      fun y hy => (clusterTerm_rpow_hasDerivAt p hT hy).const_mul _
    -- the signed term of the smaller cluster decreases with the host density
    have anti : StrictAntiOn
        (fun y => (-1 : ℝ) ^ T.card * clusterTerm (fun z => z ^ p) ρ T y) (Set.Ici x) := by
      refine strictAntiOn_of_deriv_neg (convex_Ici x)
        (fun y hy => (hd y (lt_of_lt_of_le hx hy)).continuousAt.continuousWithinAt)
        (fun y hy => ?_)
      rw [interior_Ici] at hy
      have hy0 : 0 < y := lt_trans hx hy
      rw [(hd y hy0).deriv, mul_left_comm]
      exact mul_neg_of_neg_of_pos hp (ih (by linarith : p - 1 < 0) hT hy0)
    have h : (-1 : ℝ) ^ T.card * clusterTerm (fun z => z ^ p) ρ T (x + ρ a)
        < (-1 : ℝ) ^ T.card * clusterTerm (fun z => z ^ p) ρ T x :=
      anti (Set.mem_Ici.mpr le_rfl) (Set.mem_Ici.mpr (by linarith)) (by linarith)
    rw [clusterTerm_insert _ ha, card_insert_of_notMem ha, pow_succ]
    linarith
```

Q: The square root has a positive exponent, and in vacuum $x=0$, where its slope is infinite.

A: Both points are handled in the next step. Let $0<p<1$ and $x\ge0$, remove one neighbour to write $T=U\cup\{a\}$, and set $h(y)=(-1)^{|U|}V_U^{(p)}(y)$. For $y>0$,
$$h'(y)=p\,(-1)^{|U|}V_U^{(p-1)}(y)>0,$$
because $p-1<0$ puts us in the previous case. At $y=0$ only continuity of $h$ is needed, and $y^p$ is continuous there. So $h$ increases strictly on $[x,\infty)$, and
$$(-1)^{|T|+1}V_T^{(p)}(x)=h(x+\rho_a)-h(x)>0,$$
using $|T|+1=|U|+2$. In the code, `hc` supplies the continuity and `mono` the increase.

```lean
/-- For the embedding function `y ^ p` with `0 < p < 1`, positive bond densities and nonnegative
host density, the many-body term of every nonempty cluster `T` has the strict sign
`(-1) ^ (|T| + 1)`. -/
theorem clusterTerm_alternates {p : ℝ} (hp0 : 0 < p) (hp1 : p < 1) {T : Finset ι}
    (hT : T.Nonempty) (hρ : ∀ j ∈ T, 0 < ρ j) {x : ℝ} (hx : 0 ≤ x) :
    0 < (-1) ^ (T.card + 1) * clusterTerm (fun z => z ^ p) ρ T x := by
  obtain ⟨a, ha⟩ := hT
  obtain ⟨U, haU, rfl⟩ : ∃ U, a ∉ U ∧ insert a U = T :=
    ⟨T.erase a, notMem_erase a T, insert_erase ha⟩
  have hU : ∀ j ∈ U, 0 < ρ j := fun j hj => hρ j (mem_insert_of_mem hj)
  have hra : 0 < ρ a := hρ a (mem_insert_self a U)
  -- continuity reaches down to zero density, where the derivative of `y ^ p` diverges
  have hc : Continuous (fun y => clusterTerm (fun z => z ^ p) ρ U y) := by
    simp only [clusterTerm]
    exact continuous_finsetSum _ fun S _ => continuous_const.mul
      ((continuous_id'.add continuous_const).rpow_const (fun _ => Or.inr hp0.le))
  have mono : StrictMonoOn
      (fun y => (-1 : ℝ) ^ U.card * clusterTerm (fun z => z ^ p) ρ U y) (Set.Ici x) := by
    refine strictMonoOn_of_deriv_pos (convex_Ici x)
      (continuous_const.mul hc).continuousOn (fun y hy => ?_)
    rw [interior_Ici] at hy
    have hy0 : 0 < y := lt_of_le_of_lt hx hy
    rw [((clusterTerm_rpow_hasDerivAt p hU hy0).const_mul ((-1 : ℝ) ^ U.card)).deriv,
      mul_left_comm]
    exact mul_pos hp0 (clusterTerm_rpow_neg (by linarith) hU hy0)
  have h : (-1 : ℝ) ^ U.card * clusterTerm (fun z => z ^ p) ρ U x
      < (-1 : ℝ) ^ U.card * clusterTerm (fun z => z ^ p) ρ U (x + ρ a) :=
    mono (Set.mem_Ici.mpr le_rfl) (Set.mem_Ici.mpr (by linarith)) (by linarith)
  rw [clusterTerm_insert _ haU, card_insert_of_notMem haU, pow_succ, pow_succ]
  linarith
```

Q: What do the hypotheses mean physically?

A: `0 < ρ j` says that each neighbour really contributes density; one beyond the cutoff, with $\rho_j=0$, would make the term vanish. The range $0<p<1$ expresses saturation of bonding. The value $p=1/2$ corresponds to the second-moment model, in which the band energy scales with a band width measured by the root of a sum of squared hopping integrals. `T.Nonempty` excludes only the bare host energy.

Q: For a finite cluster the expansion ends at $|T|$ anyway. In what sense does it never terminate?

A: In the sense that no fixed order suffices for all clusters. Omit just the top term for a nonempty $T$. By exactness, the truncated sum minus the exact value of $F$ is $-V_T^{(p)}(x)$, which has the strict sign $(-1)^{|T|}$; for the energy itself, with its negative prefactor, the error has the opposite sign. An expansion cut after $m$ neighbours therefore fails for every cluster of $m+1$. In Lean, `T.ssubsets` is the set of proper subclusters.

```lean
/-- For the embedding function `y ^ p` with `0 < p < 1`, positive bond densities and nonnegative
host density, leaving out only the highest term of the expansion for a nonempty cluster `T` gives an
error, truncated minus exact, of strict sign `(-1) ^ |T|`. -/
theorem truncation_error_alternates {p : ℝ} (hp0 : 0 < p) (hp1 : p < 1) {T : Finset ι}
    (hT : T.Nonempty) (hρ : ∀ j ∈ T, 0 < ρ j) {x : ℝ} (hx : 0 ≤ x) :
    0 < (-1) ^ T.card * (∑ S ∈ T.ssubsets, clusterTerm (fun z => z ^ p) ρ S x
      - (x + ∑ j ∈ T, ρ j) ^ p) := by
  have h1 : ∑ S ∈ T.ssubsets, clusterTerm (fun z => z ^ p) ρ S x
      + clusterTerm (fun z => z ^ p) ρ T x
      = ∑ S ∈ T.powerset, clusterTerm (fun z => z ^ p) ρ S x :=
    sum_erase_add _ _ (mem_powerset_self T)
  have h2 : ∑ S ∈ T.powerset, clusterTerm (fun z => z ^ p) ρ S x
      = (x + ∑ j ∈ T, ρ j) ^ p := cluster_expansion (fun z => z ^ p) T x
  have e : ∑ S ∈ T.ssubsets, clusterTerm (fun z => z ^ p) ρ S x - (x + ∑ j ∈ T, ρ j) ^ p
      = -clusterTerm (fun z => z ^ p) ρ T x := by linarith
  have m := clusterTerm_alternates hp0 hp1 hT hρ hx
  rw [pow_succ] at m
  rw [e]
  linarith
```

For body-ordered potentials of metals, this means that in a one-site model with $F(y)=y^p$, $0<p<1$, and fixed, positive, additive densities, cutting this expansion at some order leaves an error of known sign at the first cluster size it misses. A fit that readjusts the lower-order terms to compensate is not covered.

Q: And the binomial sum itself?

A: Group the subclusters by size: $\binom nk$ of them have $k$ neighbours, each contributing $(-1)^{n+k}\sqrt k=(-1)^{n-k}\sqrt k$. So $D_{|T|}=V_T(0)$ for unit densities.

```lean
omit [DecidableEq ι] in
/-- With unit bond densities and no host density, the many-body term of a cluster under
square-root embedding is the binomial sum for its number of neighbours. -/
theorem sqrtBodyTerm_eq (T : Finset ι) :
    sqrtBodyTerm T.card = clusterTerm Real.sqrt (fun _ => 1) T 0 := by
  have e : clusterTerm Real.sqrt (fun _ => 1) T 0
      = ∑ k ∈ range (T.card + 1),
        T.card.choose k • ((-1 : ℝ) ^ (T.card + k) * √(k : ℝ)) := by
    refine Eq.trans ?_ (sum_powerset_apply_card
      (fun k : ℕ => (-1 : ℝ) ^ (T.card + k) * √(k : ℝ)))
    simp [clusterTerm]
  -- the subclusters are now grouped by their number of neighbours
  rw [e, sqrtBodyTerm]
  apply sum_congr rfl
  intro k hk
  have hk' : k ≤ T.card := Nat.lt_succ_iff.mp (mem_range.mp hk)
  have hpow : (-1 : ℝ) ^ (T.card + k) = (-1) ^ (T.card - k) := by
    rw [show T.card + k = (T.card - k) + 2 * k by omega, pow_add, pow_mul]
    simp
  simp only [nsmul_eq_mul, hpow]
  ring
```

Then take `range n` as the cluster, $p=1/2$ and $x=0$ in the general result. This gives $(-1)^{n+1}D_n>0$ for every $n\ge1$.

```lean
/-- For every `n ≥ 1` the `n`-neighbour term of square-root embedding with unit bond densities and
no host density is nonzero and has the sign `(-1) ^ (n + 1)`. -/
theorem sqrtBodyTerm_alternates {n : ℕ} (hn : 1 ≤ n) :
    0 < (-1) ^ (n + 1) * sqrtBodyTerm n := by
  have hs : Real.sqrt = fun y => y ^ (1 / 2 : ℝ) := funext fun y => Real.sqrt_eq_rpow y
  have h := clusterTerm_alternates (p := (1 / 2 : ℝ)) (ρ := fun _ : ℕ => (1 : ℝ))
    (by norm_num) (by norm_num) (T := range n) (nonempty_range_iff.mpr (by omega))
    (fun _ _ => one_pos) (le_refl (0 : ℝ))
  have e := sqrtBodyTerm_eq (range n)
  rw [hs, card_range] at e
  rw [card_range] at h
  rw [e]
  exact h

end

end BodyOrderExpansion
```

Q: So what is still open to my doubts?

A: The size of the terms: the theorems fix their signs, not how fast $|D_n|$ falls. For the error made when several orders are dropped at once, they state neither sign nor size. They also treat one atom's embedding energy, with densities given as numbers; how those depend on geometry or on a changing environment is left to the potential.

```lean
#print axioms BodyOrderExpansion.truncation_error_alternates
-- 'BodyOrderExpansion.truncation_error_alternates' depends on axioms: [propext, Classical.choice, Quot.sound]
#print axioms BodyOrderExpansion.sqrtBodyTerm_alternates
-- 'BodyOrderExpansion.sqrtBodyTerm_alternates' depends on axioms: [propext, Classical.choice, Quot.sound]
```
